# Eigenvalues of the Dirac-Pauli Hamiltonian on a Landau level satisfy E² = p² + (e + b)² or E² = p² + (e - b)²

The theorem `eigenvalue_sq` concerns a Dirac particle with an anomalous magnetic moment on a Landau level of transverse energy e, with momentum p along the magnetic field and anomalous-moment coupling b, in units with c = 1. The Hamiltonian is H = pA + T - bK, where e, p and b are real and A, K and T are linear operators on a complex vector space: the longitudinal Dirac operator, the magnetic-moment operator and the transverse Dirac operator. They are assumed to satisfy A² = K² = 1 and T² = e², with K commuting with T and A anticommuting with both K and T. The theorem says that every eigenvalue E of H satisfies E² = p² + (e + b)² or E² = p² + (e - b)²; it does not say that both cases occur. The proof applies the formula H² = p² + e² + b² - 2b KT to an eigenvector v, solves for 2b KTv, and applies KT once more, using (KT)² = e², to get an equation in E² that factors into the two cases.

In Lean, a first try:

```lean
import Mathlib

open Matrix

namespace EigenvalueSq

noncomputable section

variable {V : Type*} [AddCommGroup V] [Module ℂ V]

/-- The relations between the longitudinal Dirac operator `A`, the magnetic-moment operator `K`
and the transverse Dirac operator `T` on a Landau level of transverse energy `e`. -/
structure LandauSpinAlgebra (A K T : Module.End ℂ V) (e : ℝ) : Prop where
  A_sq : A * A = 1
  K_sq : K * K = 1
  T_sq : T * T = ((e : ℂ) ^ 2) • (1 : Module.End ℂ V)
  KT : K * T = T * K
  AT : A * T = -(T * A)
  AK : A * K = -(K * A)

/-- The Dirac-Pauli Hamiltonian `H = pA + T - bK`, with momentum `p` along the magnetic field
and anomalous-moment coupling `b`. -/
def hamiltonian (A K T : Module.End ℂ V) (p b : ℝ) : Module.End ℂ V :=
  (p : ℂ) • A + T - (b : ℂ) • K

variable {A K T : Module.End ℂ V} {e : ℝ}

/-- The square of the spin operator is the squared transverse energy. -/
theorem spin_sq (h : LandauSpinAlgebra A K T e) :
    (K * T) * (K * T) = ((e : ℂ) ^ 2) • (1 : Module.End ℂ V) := by
  calc (K * T) * (K * T) = K * (T * K) * T := by noncomm_ring
    _ = (K * K) * (T * T) := by rw [← h.KT]; noncomm_ring
    _ = _ := by rw [h.K_sq, h.T_sq, one_mul]

/-- The squared Hamiltonian depends on the operators only through the spin operator:
`H² = p² + e² + b² - 2b KT`. -/
theorem hamiltonian_sq (h : LandauSpinAlgebra A K T e) (p b : ℝ) :
    hamiltonian A K T p b * hamiltonian A K T p b =
      ((p : ℂ) ^ 2 + (e : ℂ) ^ 2 + (b : ℂ) ^ 2) • (1 : Module.End ℂ V)
        - (2 * (b : ℂ)) • (K * T) := by
  simp only [hamiltonian, mul_add, mul_sub, add_mul, sub_mul, mul_smul_comm, smul_mul_assoc,
    h.A_sq, h.K_sq, h.T_sq, h.AT, h.AK, ← h.KT]
  module

/-- Every eigenvalue `E` of the Dirac-Pauli Hamiltonian satisfies `E² = p² + (e + b)²` or
`E² = p² + (e - b)²`. -/
theorem eigenvalue_sq (h : LandauSpinAlgebra A K T e) (p b : ℝ) {E : ℂ}
    (hE : (hamiltonian A K T p b).HasEigenvalue E) :
    E ^ 2 = (p : ℂ) ^ 2 + ((e : ℂ) + b) ^ 2 ∨ E ^ 2 = (p : ℂ) ^ 2 + ((e : ℂ) - b) ^ 2 := by
  obtain ⟨v, hv⟩ := hE.exists_hasEigenvector
  have hH := hv.apply_eq_smul
  have hHH : hamiltonian A K T p b (hamiltonian A K T p b v) =
      ((p : ℂ) ^ 2 + (e : ℂ) ^ 2 + (b : ℂ) ^ 2) • v - (2 * (b : ℂ)) • (K * T) v :=
    LinearMap.congr_fun (hamiltonian_sq h p b) v
  have hSS : (K * T) ((K * T) v) = ((e : ℂ) ^ 2) • v := LinearMap.congr_fun (spin_sq h) v
  rw [hH, map_smul, hH] at hHH
  have h1 : (2 * (b : ℂ)) • (K * T) v =
      ((p : ℂ) ^ 2 + (e : ℂ) ^ 2 + (b : ℂ) ^ 2 - E ^ 2) • v := by
    linear_combination (norm := module) -hHH
  -- applying the spin operator once more eliminates it
  have h2 : ((2 * (b : ℂ)) ^ 2 * (e : ℂ) ^ 2) • v =
      (((p : ℂ) ^ 2 + (e : ℂ) ^ 2 + (b : ℂ) ^ 2 - E ^ 2) ^ 2) • v := by
    calc _ = (2 * (b : ℂ)) • (2 * (b : ℂ)) • (K * T) ((K * T) v) := by rw [hSS]; module
      _ = (2 * (b : ℂ)) • (K * T) ((2 * (b : ℂ)) • (K * T) v) := by rw [map_smul]
      _ = _ := by rw [h1, map_smul, smul_comm, h1]; module
  have h3 := smul_left_injective ℂ hv.2 h2
  have h4 : (E ^ 2 - ((p : ℂ) ^ 2 + ((e : ℂ) + b) ^ 2)) *
      (E ^ 2 - ((p : ℂ) ^ 2 + ((e : ℂ) - b) ^ 2)) = 0 := by
    linear_combination -h3
  exact (mul_eq_zero.1 h4).imp sub_eq_zero.1 sub_eq_zero.1

end

end EigenvalueSq
```

Compiling this gives:

```
Main.lean:59:32: error: ring failed, ring expressions not equal
V : Type u_1
inst✝¹ : AddCommGroup V
inst✝ : Module ℂ V
A K T : Module.End ℂ V
e : ℝ
h : LandauSpinAlgebra A K T e
p b : ℝ
E : ℂ
hE : (hamiltonian A K T p b).HasEigenvalue E
v : V
hv : (hamiltonian A K T p b).HasEigenvector E v
hH : (hamiltonian A K T p b) v = E • v
hHH : E • E • v = (↑p ^ 2 + ↑e ^ 2 + ↑b ^ 2) • v - (2 * ↑b) • (K * T) v
hSS : (K * T) ((K * T) v) = ↑e ^ 2 • v
⊢ ↑b * 4 = 0
```

After these edits no error is left:

```diff
@@ -57,5 +57,5 @@
   have h1 : (2 * (b : ℂ)) • (K * T) v =
       ((p : ℂ) ^ 2 + (e : ℂ) ^ 2 + (b : ℂ) ^ 2 - E ^ 2) • v := by
-    linear_combination (norm := module) -hHH
+    linear_combination (norm := module) hHH
   -- applying the spin operator once more eliminates it
   have h2 : ((2 * (b : ℂ)) ^ 2 * (e : ℂ) ^ 2) • v =
```

What went wrong. The error is a wrong sign in the proof of `h1`, which should solve `hHH` for the term in `(K * T) v`. Write P for p² + e² + b². Then `hHH` says E²v = Pv - 2b KTv, and `h1` says 2b KTv = (P - E²)v. For each equation, left side minus right side is the same vector, 2b KTv + E²v - Pv, so `h1` is `hHH` with coefficient +1.

`linear_combination` subtracts the proposed combination from the goal and leaves the normalising tactic, here `module`, to show that the two sides agree. With `-hHH` the differences add instead of cancelling, and `(K * T) v` is left with coefficient 2b + 2b. `module` compares the scalar coefficients, and the message shows the resulting equation, `↑b * 4 = 0`, which `ring` cannot prove because b is arbitrary.

Replacing `-hHH` with `hHH` makes the differences cancel, and `module` closes the goal.
